# A Cubic Error Bound for the Two-Sided Linear-Response Free-Energy Estimate on a Finite Configuration Set

Suppose the partial charges of a solute are to be switched on, and the free-energy change is wanted from simulations of the two end states alone. One run uses the energy $U_0$ without the charges, the other the energy $U_1$ with them. Each stored configuration is evaluated with both energy functions, and the difference $\Delta U=U_1-U_0$ is recorded. The mean of $\Delta U$ over the first run and its mean over the second are added and halved, and the result is taken as $\Delta F=F_1-F_0$.

For a finite, nonempty set of configurations with $a\le\Delta U(x)\le b$ throughout, and exact averages in place of sampled ones, the error of this step obeys

$$\left|\Delta F-\tfrac12\big(\langle\Delta U\rangle_0+\langle\Delta U\rangle_1\big)\right|\le\frac{\beta^2(b-a)^3}{48},\qquad \beta=\frac1{k_BT}>0 .$$

As an illustration, let $\Delta U$ lie between 0 and 5 kJ/mol in such a finite model, with $k_BT=2.5$ kJ/mol. End-state averages of 3.0 and 1.4 kJ/mol give the estimate 2.2 kJ/mol, and the bound is $\tfrac{8}{48}k_BT\approx0.42$ kJ/mol. The bound grows with the cube of the range: once $\beta(b-a)$ reaches $\sqrt{48}\approx6.9$, it is no better than the obvious bound $b-a$, which holds because $\Delta F$ and the estimate both lie in $[a,b]$.

## Three derivatives and a trapezoid

Connect the end states by $U_l=U_0+l\,\Delta U$, where $l$ is the coupling parameter usually written $\lambda$. Let $Z(l)=\sum_x e^{-\beta U_l(x)}$ and $F(l)=-\ln Z(l)/\beta$, and let $\langle A\rangle_l$ be the Boltzmann average of an observable $A$ at coupling $l$. Differentiating a weighted sum gives

$$\frac{d}{dl}\sum_x A\,e^{-\beta U_l}=-\beta\sum_x A\,\Delta U\,e^{-\beta U_l}.$$

With $A=1$ this is $Z'$, so $F'(l)=\langle\Delta U\rangle_l$. The quotient rule gives

$$\frac{d}{dl}\langle A\rangle_l=-\beta\big(\langle A\,\Delta U\rangle_l-\langle A\rangle_l\langle\Delta U\rangle_l\big).$$

Taking $A=\Delta U$ yields $F''=-\beta(\langle\Delta U^2\rangle_l-\langle\Delta U\rangle_l^2)$. For the next derivative, write $m=\langle\Delta U\rangle_l$ and use the formula for $\Delta U^2$ and for $\Delta U$:

$$\begin{aligned}F'''&=\beta^2\big[\langle\Delta U^3\rangle_l-m\langle\Delta U^2\rangle_l-2m(\langle\Delta U^2\rangle_l-m^2)\big]\\&=\beta^2\big[\langle\Delta U^3\rangle_l-3m\langle\Delta U^2\rangle_l+2m^3\big]=\beta^2\langle(\Delta U-m)^3\rangle_l .\end{aligned}$$

To bound this third central moment, put $y=\Delta U-m$ and $B=b-m\ge0$. Since $y\le B$,

$$\tfrac14B^3+\tfrac34B^2y-y^3=(B-y)\left(y+\tfrac B2\right)^2\ge0 .$$

Averaging removes the linear term, because $\langle y\rangle_l=0$, and leaves $\langle y^3\rangle_l\le B^3/4\le(b-a)^3/4$. Likewise, with $C=m-a\ge0$ and $y\ge-C$,

$$y^3+\tfrac14C^3-\tfrac34C^2y=(y+C)\left(y-\tfrac C2\right)^2\ge0,$$

so $\langle y^3\rangle_l\ge-C^3/4\ge-(b-a)^3/4$.

The estimate is the trapezoid rule for $\Delta F=\int_0^1F'(l)\,dl$. Write $f=F'$, $g=F''$, $h=F'''$ and suppose $h\le M$ on $[0,1]$. Define

$$\begin{aligned}q(s)&=f(0)-f(s)+s\,g(s)-\tfrac M2s^2,\\ p(s)&=\tfrac s2\big(f(0)+f(s)\big)-\big(F(s)-F(0)\big)-\tfrac M{12}s^3 .\end{aligned}$$

Both vanish at $s=0$. Since $q'(s)=s(h(s)-M)\le0$, we have $q\le0$; since $p'=q/2\le0$, we have $p(1)\le0$. Thus the trapezoid value exceeds $F(1)-F(0)$ by at most $M/12$. With $M=\beta^2(b-a)^3/4$ this is one half of the claim. The same argument for $-F$ gives the other.

## Energies, free energy and averages in Lean

The type `ι` is the set of configurations, and energies and observables are real functions on it.

```lean
import Mathlib

namespace TwoSidedLinearResponse

noncomputable section

variable {ι : Type*}
```

The function `gap` is $\Delta U$, the energy difference at one fixed configuration, and has nothing to do with a band gap.

```lean
/-- The energy gap `ΔU = U₁ - U₀` between the two end states. -/
def gap (U₀ U₁ : ι → ℝ) (x : ι) : ℝ := U₁ x - U₀ x
```

The coupling path is linear in `l`, with the end states at 0 and 1.

```lean
/-- The energy `U₀ + l ΔU` on the linear coupling path. -/
def coupled (U₀ U₁ : ι → ℝ) (l : ℝ) (x : ι) : ℝ := U₀ x + l * gap U₀ U₁ x
```

From here on the configuration set is finite, and the partition function is a plain sum with no kinetic or volume factors.

```lean
variable [Fintype ι]

/-- The canonical partition function. -/
def partitionFn (β : ℝ) (U : ι → ℝ) : ℝ := ∑ x, Real.exp (-β * U x)

/-- The free energy `-log Z / β`, for `β ≠ 0` and a nonempty configuration set. -/
def freeEnergy (β : ℝ) (U : ι → ℝ) : ℝ := -Real.log (partitionFn β U) / β
```

An average is the exact weighted sum divided by $Z$. Statistical error from a finite run would come on top of the bound.

```lean
/-- The Boltzmann average of an observable `A`, for a nonempty configuration set. -/
def avg (β : ℝ) (U A : ι → ℝ) : ℝ :=
  (∑ x, A x * Real.exp (-β * U x)) / partitionFn β U
```

Despite its short name, `thirdMoment` is the central moment, taken about the mean.

```lean
/-- The third central moment of `A` in the Boltzmann distribution, for a nonempty
configuration set. -/
def thirdMoment (β : ℝ) (U A : ι → ℝ) : ℝ := avg β U (fun x => (A x - avg β U A) ^ 3)
```

## Linear response along the coupling path

Linearity of the average is needed later to expand the cube and to average the straight-line bounds.

```lean
/-- Boltzmann averages are linear in the observable. -/
lemma avg_lin (β : ℝ) (U A B : ι → ℝ) (c : ℝ) :
    avg β U (fun x => A x + c * B x) = avg β U A + c * avg β U B := by
  simp only [avg, add_mul, Finset.sum_add_distrib, add_div, mul_assoc, ← Finset.mul_sum,
    mul_div_assoc]
```

`HasDerivAt φ d l` says that `φ` is differentiable at `l` with derivative `d`. The next lemma differentiates the weighted sum term by term, using the chain rule for each exponential.

```lean
/-- Derivative of a Boltzmann-weighted sum along the coupling path. -/
lemma hasDerivAt_sum (β : ℝ) (U₀ U₁ A : ι → ℝ) (l : ℝ) :
    HasDerivAt (fun s => ∑ x, A x * Real.exp (-β * coupled U₀ U₁ s x))
      (-β * ∑ x, A x * gap U₀ U₁ x * Real.exp (-β * coupled U₀ U₁ l x)) l := by
  rw [Finset.mul_sum]
  refine HasDerivAt.fun_sum fun x _ => ?_
  have h1 : HasDerivAt (fun s => -β * coupled U₀ U₁ s x) (-β * (1 * gap U₀ U₁ x)) l :=
    (((hasDerivAt_id' l).mul_const (gap U₀ U₁ x)).const_add (U₀ x)).const_mul (-β)
  exact (h1.exp.const_mul (A x)).congr_deriv (by ring)
```

Setting the observable to 1 gives the derivative of $Z$.

```lean
/-- Derivative of the partition function along the coupling path. -/
lemma hasDerivAt_partitionFn (β : ℝ) (U₀ U₁ : ι → ℝ) (l : ℝ) :
    HasDerivAt (fun s => partitionFn β (coupled U₀ U₁ s))
      (-β * ∑ x, gap U₀ U₁ x * Real.exp (-β * coupled U₀ U₁ l x)) l := by
  simpa only [one_mul, partitionFn] using hasDerivAt_sum β U₀ U₁ (fun _ => 1) l
```

With at least one configuration, $Z$ is positive, so the divisions and the logarithm have their usual meaning.

```lean
variable [Nonempty ι]

/-- The partition function of a nonempty configuration set is positive. -/
lemma partitionFn_pos (β : ℝ) (U : ι → ℝ) : 0 < partitionFn β U :=
  Finset.sum_pos (fun _ _ => Real.exp_pos _) Finset.univ_nonempty

/-- On a nonempty configuration set, the Boltzmann average of a constant is that constant. -/
lemma avg_const (β : ℝ) (U : ι → ℝ) (c : ℝ) : avg β U (fun _ => c) = c := by
  unfold avg
  rw [← Finset.mul_sum]
  exact mul_div_cancel_right₀ c (partitionFn_pos β U).ne'
```

The quotient rule now gives the covariance formula. In this lemma "linear response" means the static derivative, exact at every `l`; no time-dependent perturbation is involved. The two-sided estimate of the title is in general an approximation; it is exact when $\langle\Delta U\rangle_l$ is a linear function of `l` between the end states. On a finite set this happens only if $\Delta U$ is the same at every configuration, and the final theorem does not assume it. The textbook case, a Gaussian distribution of $\Delta U$, has an unbounded gap and lies outside this model. The auxiliary statement `key` is the algebra that turns the quotient-rule expression into a covariance.

```lean
/-- Linear response: the average of `A` changes along the coupling path at the rate
`-β` times the covariance of `A` with the energy gap. -/
theorem hasDerivAt_avg (β : ℝ) (U₀ U₁ A : ι → ℝ) (l : ℝ) :
    HasDerivAt (fun s => avg β (coupled U₀ U₁ s) A)
      (-β * (avg β (coupled U₀ U₁ l) (fun x => A x * gap U₀ U₁ x)
        - avg β (coupled U₀ U₁ l) A * avg β (coupled U₀ U₁ l) (gap U₀ U₁))) l := by
  have key : ∀ N P G Z : ℝ, Z ≠ 0 →
      (-β * P * Z - N * (-β * G)) / Z ^ 2 = -β * (P / Z - N / Z * (G / Z)) := by
    intro N P G Z hZ
    field_simp
    ring
  have hne := (partitionFn_pos β (coupled U₀ U₁ l)).ne'
  exact ((hasDerivAt_sum β U₀ U₁ A l).fun_div (hasDerivAt_partitionFn β U₀ U₁ l)
    hne).congr_deriv (key _ _ _ _ hne)
```

The logarithmic derivative of $Z$ gives $F'=\langle\Delta U\rangle_l$, the identity behind thermodynamic integration. It is stated in differential form, and no integral is needed.

```lean
/-- Thermodynamic integration: for `β ≠ 0` the slope of the free energy along the coupling
path is the average energy gap. -/
theorem hasDerivAt_freeEnergy {β : ℝ} (hβ : β ≠ 0) (U₀ U₁ : ι → ℝ) (l : ℝ) :
    HasDerivAt (fun s => freeEnergy β (coupled U₀ U₁ s))
      (avg β (coupled U₀ U₁ l) (gap U₀ U₁)) l := by
  have key : ∀ G Z : ℝ, Z ≠ 0 → -(-β * G / Z) / β = G / Z := by
    intro G Z hZ
    field_simp
  have hne := (partitionFn_pos β (coupled U₀ U₁ l)).ne'
  exact (((hasDerivAt_partitionFn β U₀ U₁ l).log hne).fun_neg.div_const β).congr_deriv
    (key _ _ hne)
```

The function differentiated in `hasDerivAt_variance` is $-\beta$ times the variance, that is, $F''$. The product rule supplies the derivative; the cube is then expanded into four terms, averaged by `avg_lin` and `avg_const`, and matched by `ring`.

```lean
/-- The quantity `-β (⟨ΔU²⟩ - ⟨ΔU⟩²)` changes along the coupling path at the rate `β²` times
the third central moment of the energy gap. -/
theorem hasDerivAt_variance (β : ℝ) (U₀ U₁ : ι → ℝ) (l : ℝ) :
    HasDerivAt (fun s => -β * (avg β (coupled U₀ U₁ s) (fun x => gap U₀ U₁ x * gap U₀ U₁ x)
        - avg β (coupled U₀ U₁ s) (gap U₀ U₁) * avg β (coupled U₀ U₁ s) (gap U₀ U₁)))
      (β ^ 2 * thirdMoment β (coupled U₀ U₁ l) (gap U₀ U₁)) l := by
  have h1 := hasDerivAt_avg β U₀ U₁ (gap U₀ U₁) l
  have h2 := hasDerivAt_avg β U₀ U₁ (fun x => gap U₀ U₁ x * gap U₀ U₁ x) l
  refine ((h2.fun_sub (h1.fun_mul h1)).const_mul (-β)).congr_deriv ?_
  -- expand the cube of the deviation from the mean
  unfold thirdMoment
  generalize hc : avg β (coupled U₀ U₁ l) (gap U₀ U₁) = c
  have h : (fun x => (gap U₀ U₁ x - c) ^ 3) = fun x => gap U₀ U₁ x * gap U₀ U₁ x * gap U₀ U₁ x
      + (-3 * c) * (gap U₀ U₁ x * gap U₀ U₁ x) + (3 * c ^ 2) * gap U₀ U₁ x + (-c ^ 3) * 1 := by
    funext x; ring
  rw [h, avg_lin, avg_lin, avg_lin, avg_const, hc]
  ring
```

## Bounding the third central moment

The local fact `mono` says that a larger observable has a larger average. Applied to the constants $a$ and $b$, it places the mean `m` between them. The terms `hup` and `hdown` average the two straight-line bounds. Each `nlinarith` call is given the product of a nonnegative factor and a square from the corresponding factorisation above.

```lean
/-- On a nonempty configuration set, an observable with values between `a` and `b` has a third
central moment (in the Boltzmann distribution) of absolute value at most `(b - a)³/4`. -/
theorem abs_thirdMoment_le (β : ℝ) (U A : ι → ℝ) {a b : ℝ}
    (ha : ∀ x, a ≤ A x) (hb : ∀ x, A x ≤ b) : |thirdMoment β U A| ≤ (b - a) ^ 3 / 4 := by
  have mono : ∀ B C : ι → ℝ, (∀ x, B x ≤ C x) → avg β U B ≤ avg β U C := fun B C h =>
    div_le_div_of_nonneg_right (Finset.sum_le_sum fun x _ =>
      mul_le_mul_of_nonneg_right (h x) (Real.exp_pos _).le) (partitionFn_pos β U).le
  unfold thirdMoment
  obtain ⟨m, hm⟩ : ∃ m, m = avg β U A := ⟨_, rfl⟩
  rw [← hm]
  have hlo := mono (fun _ => a) A ha
  have hhi := mono A (fun _ => b) hb
  rw [avg_const, ← hm] at hlo hhi
  -- on the allowed range the cube lies between two straight lines
  have hup := mono (fun x => (A x - m) ^ 3)
    (fun x => ((b - m) ^ 3 / 4 - 3 / 4 * (b - m) ^ 2 * m) + (3 / 4 * (b - m) ^ 2) * A x)
    (fun x => by
      nlinarith [mul_nonneg (sub_nonneg.2 (hb x)) (sq_nonneg (A x - m + (b - m) / 2))])
  have hdown := mono
    (fun x => (-(m - a) ^ 3 / 4 - 3 / 4 * (m - a) ^ 2 * m) + (3 / 4 * (m - a) ^ 2) * A x)
    (fun x => (A x - m) ^ 3) (fun x => by
      nlinarith [mul_nonneg (sub_nonneg.2 (ha x)) (sq_nonneg (A x - m - (m - a) / 2))])
  rw [avg_lin, avg_const, ← hm] at hup hdown
  have h1 : (b - m) ^ 3 ≤ (b - a) ^ 3 := pow_le_pow_left₀ (by linarith) (by linarith) 3
  have h2 : (m - a) ^ 3 ≤ (b - a) ^ 3 := pow_le_pow_left₀ (by linarith) (by linarith) 3
  exact abs_le.2 ⟨by linarith, by linarith⟩
```

## The trapezoid rule with a one-sided error

This theorem concerns arbitrary real functions with the stated derivatives. Its `key` is the monotonicity argument: a function that starts at zero and has nonpositive derivative on $[0,1]$ stays nonpositive there. It is used first for $q$, in `hq`, and then for $p$, in `hp`, which is evaluated at 1.

```lean
/-- One-sided trapezoid error bound: if `F' = f`, `f' = g`, `g' = h` on the whole real line and
`h ≤ M` on `[0, 1]`, the trapezoid value exceeds `F 1 - F 0` by at most `M/12`. -/
theorem trapezoid_le {F f g h : ℝ → ℝ} {M : ℝ} (hF : ∀ t, HasDerivAt F (f t) t)
    (hf : ∀ t, HasDerivAt f (g t) t) (hg : ∀ t, HasDerivAt g (h t) t)
    (hM : ∀ t ∈ Set.Icc (0 : ℝ) 1, h t ≤ M) :
    (f 0 + f 1) / 2 - (F 1 - F 0) ≤ M / 12 := by
  -- a function that starts at zero and never increases stays nonpositive
  have key : ∀ p p' : ℝ → ℝ, (∀ t, HasDerivAt p (p' t) t) →
      (∀ t ∈ Set.Icc (0 : ℝ) 1, p' t ≤ 0) → p 0 = 0 →
      ∀ t ∈ Set.Icc (0 : ℝ) 1, p t ≤ 0 := by
    intro p p' hp hle h0 t ht
    have anti : AntitoneOn p (Set.Icc (0 : ℝ) 1) :=
      antitoneOn_of_deriv_nonpos (convex_Icc 0 1)
        (fun s _ => (hp s).continuousAt.continuousWithinAt)
        (fun s _ => (hp s).differentiableAt.differentiableWithinAt)
        (fun s hs => by rw [(hp s).deriv]; exact hle s (interior_subset hs))
    have := anti (Set.left_mem_Icc.2 zero_le_one) ht ht.1
    linarith
  have hq := key (fun s => f 0 - f s + s * g s - M / 2 * (s * s)) (fun s => s * (h s - M))
    (fun s => ((((hf s).const_sub (f 0)).fun_add ((hasDerivAt_id' s).fun_mul (hg s))).fun_sub
      (((hasDerivAt_id' s).fun_mul (hasDerivAt_id' s)).const_mul (M / 2))).congr_deriv
        (by ring))
    (fun s hs => mul_nonpos_of_nonneg_of_nonpos hs.1 (sub_nonpos.2 (hM s hs))) (by ring)
  -- the trapezoid error on `[0, s]`, compared with `M s³/12`
  have hp := key (fun s => s * (f 0 + f s) / 2 - (F s - F 0) - M / 12 * (s * s * s))
    (fun s => (f 0 - f s + s * g s - M / 2 * (s * s)) / 2)
    (fun s => (((((hasDerivAt_id' s).fun_mul ((hf s).const_add (f 0))).div_const 2).fun_sub
      ((hF s).sub_const (F 0))).fun_sub ((((hasDerivAt_id' s).fun_mul
        (hasDerivAt_id' s)).fun_mul (hasDerivAt_id' s)).const_mul (M / 12))).congr_deriv
          (by ring))
    (fun s hs => by linarith [hq s hs]) (by ring) 1 (Set.right_mem_Icc.2 zero_le_one)
  linarith
```

## The bound on the free-energy difference

In words, the final theorem takes a positive `β`, any two energy functions on a finite nonempty set, and numbers `a` and `b` that enclose the gap at every configuration. It concludes that the free-energy difference and the mean of the two end-state averages differ by at most $\beta^2(b-a)^3/48$. For a single configuration one may take $a=b$, and the estimate is exact.

On a finite set the hypotheses `ha` and `hb` exclude no pair of real energy functions, because the smallest and largest values of $\Delta U$ can serve as $a$ and $b$. In continuous coordinates a bounded gap is a real restriction. Inserting a particle with a hard repulsive core into a fluid violates it, and so does switching on point charges that can come arbitrarily close to other charges. Carrying this bound over to a molecular simulation therefore takes more than replacing the finite sum by an integral: finite $a$ and $b$ must exist, and sampling error must be added.

The proof first identifies `coupled` at 0 and 1 with the end-state energies. The moment bound, multiplied by $\beta^2$, supplies `M` at every coupling. Then `h1` applies the trapezoid theorem to $F$ and `h2` applies it to $-F$, and `abs_le` joins the two inequalities into one absolute value.

```lean
/-- Two-sided linear-response estimate on a finite, nonempty configuration set: for `β > 0` and an
energy gap between `a` and `b`, the free-energy difference deviates from the mean of the two
end-state averages of the gap by at most `β² (b - a)³/48`. -/
theorem abs_freeEnergy_sub_le {β : ℝ} (hβ : 0 < β) (U₀ U₁ : ι → ℝ) {a b : ℝ}
    (ha : ∀ x, a ≤ gap U₀ U₁ x) (hb : ∀ x, gap U₀ U₁ x ≤ b) :
    |(freeEnergy β U₁ - freeEnergy β U₀)
      - (avg β U₀ (gap U₀ U₁) + avg β U₁ (gap U₀ U₁)) / 2| ≤ β ^ 2 * (b - a) ^ 3 / 48 := by
  have e0 : coupled U₀ U₁ 0 = U₀ := by funext x; simp [coupled]
  have e1 : coupled U₀ U₁ 1 = U₁ := by funext x; simp [coupled, gap]
  have hm := fun l => abs_le.1 (abs_thirdMoment_le β (coupled U₀ U₁ l) _ ha hb)
  have hF := hasDerivAt_freeEnergy hβ.ne' U₀ U₁
  have hf := hasDerivAt_avg β U₀ U₁ (gap U₀ U₁)
  have hg := hasDerivAt_variance β U₀ U₁
  have h1 := trapezoid_le (M := β ^ 2 * ((b - a) ^ 3 / 4)) hF hf hg
    (fun l _ => mul_le_mul_of_nonneg_left (hm l).2 (sq_nonneg β))
  -- the opposite bound is the same formula for the negated free energy
  have h2 := trapezoid_le (M := β ^ 2 * ((b - a) ^ 3 / 4)) (fun l => (hF l).fun_neg)
    (fun l => (hf l).fun_neg) (fun l => (hg l).fun_neg)
    (fun l _ => by linarith [mul_le_mul_of_nonneg_left (hm l).1 (sq_nonneg β)])
  simp only [e0, e1] at h1 h2
  exact abs_le.2 ⟨by linarith, by linarith⟩

end

end TwoSidedLinearResponse
```

```lean
#print axioms TwoSidedLinearResponse.abs_freeEnergy_sub_le
-- 'TwoSidedLinearResponse.abs_freeEnergy_sub_le' depends on axioms: [propext, Classical.choice, Quot.sound]
```
